# Finite-size error of a supercell polarizability under the Clausius–Mossotti relation

## Definitions and conventions

A molecule with scalar polarizability a > 0 is repeated on a cubic lattice of side L. Units are Gaussian, so a is a volume. Write V = L³ for the cell volume, eps for the dielectric constant of the lattice, E for the macroscopic field and P for the dipole per unit volume. The apparent polarizability is the value read off eps without a local-field correction:

α_app = (eps − 1)V/(4π).

The Clausius–Mossotti relation is

(eps − 1)/(eps + 2) = 4πa/(3V).

## From the local field to the dielectric constant

Each molecule is taken to respond to the Lorentz local field, so PV = a(E + 4πP/3). The macroscopic relation eps E = E + 4πP gives 4πP = (eps − 1)E, and the local field becomes (eps + 2)E/3. Hence

(eps − 1)EV/(4π) = a(eps + 2)E/3.

Let E ≠ 0. If eps + 2 were zero, the local field would vanish, then P, and then E, a contradiction. Dividing by E and by eps + 2 gives the Clausius–Mossotti relation.

Now assume V > 4πa/3 and set D = 3V − 4πa > 0. Cross-multiplication gives 3V(eps − 1) = 4πa(eps + 2), so

eps = (3V + 8πa)/D.

As V falls towards 4πa/3, this expression diverges: the threshold is the polarization catastrophe of the model.

## The error and its limit

Since eps − 1 = 12πa/D,

α_app = 3Va/D,

α_app − a = a(3V − D)/D = 4πa²/D.

The periodic images therefore make the apparent polarizability too large. Multiplying by V and using 3V = D + 4πa,

V(α_app − a) = 4πa²/3 + (16π²a³/3)/D.

The last term vanishes as L → ∞, which leaves 4πa²/3. For a molecule in a supercell calculation of the dielectric constant, the error thus decays as 1/L³ within this model of point dipoles with a Lorentz field.

## Two cells remove the error

Inverting α_app gives

V/α_app = D/(3a) = V/a − 4π/3,

which is linear in V. Within the model a single cell therefore already gives a, since adding the known constant 4π/3 to V/α_app leaves V/a. Two cells with V₁ ≠ V₂ give it without using the value of that constant, which cancels in the difference:

(V₁/α_app,₁ − V₂/α_app,₂)/(V₁ − V₂) = 1/a.

## The statements in Lean

`ClausiusMossotti a L eps` is the relation as a proposition about three real numbers, and `apparentPolarizability L eps` is α_app. The hypothesis `4 * π * a / 3 < L ^ 3` is the volume threshold.

`polarizability_error` gives the exact error for any `eps` that satisfies the relation. In `polarizability_error_tendsto`, `eps` is a function of the cell side that obeys the relation at every `L` above threshold; `Tendsto … atTop` is the limit L → ∞ through real values. `a` stays fixed throughout.

The Lorentz field is a hypothesis of `clausiusMossotti_of_local_field`, not derived from a lattice sum. Anisotropic response, higher multipoles and overlap between neighbouring molecules are absent from the model.

```lean
import Mathlib

open Real Filter Topology

namespace SupercellPolarizability

noncomputable section

/-- The Clausius–Mossotti relation between the polarizability `a` of a molecule, the side `L` of
the cubic cell that holds it, and the dielectric constant `eps` of the lattice. -/
def ClausiusMossotti (a L eps : ℝ) : Prop :=
  (eps - 1) / (eps + 2) = 4 * π * a / (3 * L ^ 3)

/-- The polarizability per cell read off the dielectric constant without any local-field
correction. -/
def apparentPolarizability (L eps : ℝ) : ℝ :=
  (eps - 1) * L ^ 3 / (4 * π)

/-- If each cell carries the dipole `P L³` induced by the Lorentz local field `E + 4πP/3`, and
`eps E = E + 4πP` with a nonzero macroscopic field `E`, then the Clausius–Mossotti relation
holds. -/
theorem clausiusMossotti_of_local_field {a L eps E P : ℝ} (hL : 0 < L) (hE : E ≠ 0)
    (hdip : P * L ^ 3 = a * (E + 4 * π / 3 * P)) (hdisp : eps * E = E + 4 * π * P) :
    ClausiusMossotti a L eps := by
  have hV : L ^ 3 ≠ 0 := (pow_pos hL 3).ne'
  -- a vanishing local field would force both `P` and `E` to vanish
  have h2 : eps + 2 ≠ 0 := by
    intro h
    have hloc : E + 4 * π / 3 * P = 0 := by
      linear_combination (E / 3) * h - (1 / 3) * hdisp
    rw [hloc, mul_zero] at hdip
    have hP : P = 0 := (mul_eq_zero.mp hdip).resolve_right hV
    rw [hP, mul_zero, add_zero] at hloc
    exact hE hloc
  unfold ClausiusMossotti
  rw [div_eq_div_iff h2 (mul_ne_zero three_ne_zero hV)]
  apply mul_right_cancel₀ hE
  linear_combination (3 * L ^ 3 - 4 * π * a) * hdisp + 12 * π * hdip

/-- For a cell volume above `4πa/3`, the Clausius–Mossotti relation fixes the dielectric constant
to be `(3L³ + 8πa)/(3L³ - 4πa)`. -/
theorem clausiusMossotti_iff {a L eps : ℝ} (ha : 0 < a) (hL : 4 * π * a / 3 < L ^ 3) :
    ClausiusMossotti a L eps ↔
      eps = (3 * L ^ 3 + 8 * π * a) / (3 * L ^ 3 - 4 * π * a) := by
  have hc : 0 < 4 * π * a := by positivity
  have hV : 0 < L ^ 3 := by linarith
  have hD : 3 * L ^ 3 - 4 * π * a ≠ 0 := by
    apply ne_of_gt
    linarith
  have h3 : 3 * L ^ 3 ≠ 0 := by
    apply ne_of_gt
    linarith
  unfold ClausiusMossotti
  rw [eq_div_iff hD]
  constructor
  · intro h
    have h2 : eps + 2 ≠ 0 := by
      intro h0
      rw [h0, div_zero] at h
      have hpos : 0 < 4 * π * a / (3 * L ^ 3) := div_pos hc (by linarith)
      linarith
    rw [div_eq_div_iff h2 h3] at h
    linear_combination h
  · intro h
    have h2 : eps + 2 ≠ 0 := by
      intro h0
      have he : eps = -2 := by linarith
      rw [he] at h
      linarith
    rw [div_eq_div_iff h2 h3]
    linear_combination h

/-- The apparent polarizability is the molecular one enhanced by the factor
`3L³/(3L³ - 4πa)`. -/
theorem apparentPolarizability_eq {a L eps : ℝ} (ha : 0 < a) (hL : 4 * π * a / 3 < L ^ 3)
    (h : ClausiusMossotti a L eps) :
    apparentPolarizability L eps = 3 * L ^ 3 * a / (3 * L ^ 3 - 4 * π * a) := by
  have hD : 3 * L ^ 3 - 4 * π * a ≠ 0 := by
    apply ne_of_gt
    linarith
  have hpi : 4 * π ≠ 0 := by positivity
  have key := (clausiusMossotti_iff ha hL).mp h
  rw [eq_div_iff hD] at key
  unfold apparentPolarizability
  rw [div_eq_div_iff hpi hD]
  linear_combination L ^ 3 * key

/-- The apparent polarizability exceeds the molecular one by exactly `4πa²/(3L³ - 4πa)`. -/
theorem polarizability_error {a L eps : ℝ} (ha : 0 < a) (hL : 4 * π * a / 3 < L ^ 3)
    (h : ClausiusMossotti a L eps) :
    apparentPolarizability L eps - a = 4 * π * a ^ 2 / (3 * L ^ 3 - 4 * π * a) := by
  have hD : 3 * L ^ 3 - 4 * π * a ≠ 0 := by
    apply ne_of_gt
    linarith
  rw [apparentPolarizability_eq ha hL h, eq_div_iff hD, sub_mul, div_mul_cancel₀ _ hD]
  ring

/-- If the dielectric constant obeys the Clausius–Mossotti relation for every cell volume above
`4πa/3`, then `L³` times the error of the apparent polarizability tends to `4πa²/3` as the cell
grows. -/
theorem polarizability_error_tendsto {a : ℝ} (ha : 0 < a) (eps : ℝ → ℝ)
    (h : ∀ L, 4 * π * a / 3 < L ^ 3 → ClausiusMossotti a L (eps L)) :
    Tendsto (fun L => L ^ 3 * (apparentPolarizability L (eps L) - a)) atTop
      (𝓝 (4 * π * a ^ 2 / 3)) := by
  have hcube : Tendsto (fun L : ℝ => L ^ 3) atTop atTop := tendsto_pow_atTop three_ne_zero
  have hden : Tendsto (fun L : ℝ => 3 * L ^ 3 + -(4 * π * a)) atTop atTop :=
    tendsto_atTop_add_const_right atTop _ (hcube.const_mul_atTop (by norm_num))
  -- the leading term is constant, the remainder decays with the inverse volume
  have hlim : Tendsto (fun L : ℝ => 4 * π * a ^ 2 / 3 +
      (16 * π ^ 2 * a ^ 3 / 3) / (3 * L ^ 3 + -(4 * π * a))) atTop
      (𝓝 (4 * π * a ^ 2 / 3 + 0)) :=
    tendsto_const_nhds.add (hden.const_div_atTop _)
  rw [add_zero] at hlim
  refine hlim.congr' ?_
  filter_upwards [hcube.eventually_gt_atTop (4 * π * a / 3)] with L hL
  have hD : 3 * L ^ 3 - 4 * π * a ≠ 0 := by
    apply ne_of_gt
    linarith
  rw [polarizability_error ha hL (h L hL), ← sub_eq_add_neg, ← mul_div_assoc,
    eq_div_iff hD, add_mul, div_mul_cancel₀ _ hD]
  ring

/-- The cell volume divided by the apparent polarizability is `L³/a - 4π/3`. -/
theorem volume_div_apparentPolarizability {a L eps : ℝ} (ha : 0 < a)
    (hL : 4 * π * a / 3 < L ^ 3) (h : ClausiusMossotti a L eps) :
    L ^ 3 / apparentPolarizability L eps = L ^ 3 / a - 4 * π / 3 := by
  have hc : 0 < 4 * π * a := by positivity
  have hV : 0 < L ^ 3 := by linarith
  have hne : 3 * L ^ 3 * a ≠ 0 := by positivity
  have hcancel : L ^ 3 / a * a = L ^ 3 := div_mul_cancel₀ _ ha.ne'
  rw [apparentPolarizability_eq ha hL h, div_div_eq_mul_div, div_eq_iff hne]
  linear_combination (-3 * L ^ 3) * hcancel

/-- Apparent polarizabilities from two cells of different volume determine the inverse molecular
polarizability exactly. -/
theorem two_cell_extrapolation {a L₁ L₂ eps₁ eps₂ : ℝ} (ha : 0 < a)
    (hL₁ : 4 * π * a / 3 < L₁ ^ 3) (hL₂ : 4 * π * a / 3 < L₂ ^ 3) (hne : L₁ ^ 3 ≠ L₂ ^ 3)
    (h₁ : ClausiusMossotti a L₁ eps₁) (h₂ : ClausiusMossotti a L₂ eps₂) :
    (L₁ ^ 3 / apparentPolarizability L₁ eps₁ - L₂ ^ 3 / apparentPolarizability L₂ eps₂) /
      (L₁ ^ 3 - L₂ ^ 3) = 1 / a := by
  -- the constant `4π/3` drops out of the difference
  rw [volume_div_apparentPolarizability ha hL₁ h₁, volume_div_apparentPolarizability ha hL₂ h₂,
    div_eq_iff (sub_ne_zero.mpr hne)]
  ring

end

end SupercellPolarizability
```

```lean
#print axioms SupercellPolarizability.clausiusMossotti_of_local_field
#print axioms SupercellPolarizability.polarizability_error_tendsto
#print axioms SupercellPolarizability.two_cell_extrapolation
```

```
'SupercellPolarizability.clausiusMossotti_of_local_field' depends on axioms: [propext, Classical.choice, Quot.sound]
'SupercellPolarizability.polarizability_error_tendsto' depends on axioms: [propext, Classical.choice, Quot.sound]
'SupercellPolarizability.two_cell_extrapolation' depends on axioms: [propext, Classical.choice, Quot.sound]
```

## How the proof follows the derivation

`clausiusMossotti_of_local_field` first excludes eps = −2 by the vanishing-field argument. It then cross-multiplies, restores a factor E with `mul_right_cancel₀`, and lets `linear_combination` eliminate P between the two field equations.

`clausiusMossotti_iff` solves for eps in both directions. Each direction needs eps + 2 ≠ 0. In the forward one, Lean's convention x/0 = 0 would make the left side of the relation zero, while the right side is positive. In the reverse one, eps = −2 in the explicit formula would force V = 0. The equivalence also shows that every cell above threshold has a dielectric constant satisfying the relation.

`apparentPolarizability_eq` inserts this formula into the definition of α_app, and `polarizability_error` subtracts a over the common denominator D.

For the limit, `hden` states that D tends to infinity, and `hlim` that the constant 4πa²/3 plus the remainder tends to the constant. The step `hlim.congr'` transfers this to V(α_app − a), which needs to agree with that sum only for large L; `filter_upwards` supplies the cells above threshold, where the exact error formula applies.

`volume_div_apparentPolarizability` inverts the closed form. `two_cell_extrapolation` rewrites with it once per cell, clears the nonzero denominator V₁ − V₂, and leaves the cancellation of 4π/3 to `ring`.
